# The electrostatic force per area on a planar charged layer is its sheet charge times the mean of its two face fields

## The layer and its conventions

A planar layer occupies the interval $[a,b]$ of the coordinate $x$ along its normal, with $a\le b$. Its charge density $\rho(x)$ and the normal component $F(x)$ of the electric field depend on $x$ alone. In Gaussian units, Gauss's law inside the layer reads

$$F'(x) = 4\pi\rho(x), \qquad a<x<b .$$

Two integrals describe the layer as a whole: the charge per unit area (sheet charge) $s$ and the force per unit area $P$,

$$s=\int_a^b \rho(x)\,dx, \qquad P=\int_a^b \rho(x)F(x)\,dx .$$

$P$ is positive when the force points towards $b$. It is the net electrostatic force per area, without elastic or contact forces that may hold the layer in place, and says nothing about how strongly the layer is squeezed internally. $F$ is the total field, including the part produced by the layer itself. That part exerts no net force, because the mutual forces between the charges of the layer cancel in pairs.

A typical case is a two-dimensional material facing a single gate that carries the opposite charge. The field fills the gap between material and gate and vanishes on the far side of the material. How hard the gate pulls could seem to depend on how the induced charge is spread across the thickness of the material. In this model it does not.

## What is stated

The central result is

$$P = \frac{s\,\bigl(F(a)+F(b)\bigr)}{2}.$$

Three statements accompany it.

- Two layers with the same sheet charge and the same field at the left face feel the same force per area, whatever their thicknesses and profiles.
- If the field vanishes at one face, then $|P|=2\pi s^2$.
- If $s\neq0$, the magnitude $2\pi s^2$ occurs only when the field vanishes at one face.

Profile independence therefore means independence at fixed $s$ and fixed field at one face. The sheet charge alone does not determine the force: an isolated charged layer with $F(a)=-F(b)$ feels none.

In the Lean file the assumptions are collected in the predicate `IsLayerField ρ F a b`, which has four parts:

- `le` orders the faces.
- `cont` makes $F$ continuous on the closed interval `Icc a b`. For $a<b$ the face values are then the limits of the field from inside the layer. They are also the fields just outside if no surface charge sits on a face, which is a separate physical assumption.
- `integrable` gives $\rho$ a finite integral in the absolute sense.
- `gauss` is Gauss's law at every point of the open interval `Ioo a b`.

A continuously differentiable $F$ on $[a,b]$ with $F'=4\pi\rho$ is included. So is a uniform slab in vacuum, whose density jumps at the faces, since no derivative is required there. The functions `ρ` and `F` are defined on the whole real line, but only their behaviour on the layer enters. The definitions `sheetCharge` and `pressure` are the integrals $s$ and $P$.

For a gated layer in an electronic-structure calculation, the formula offers a check of the net electrostatic force against the total charge and the face fields, within this one-dimensional model of a given charge density without lateral variation. The density must be an ordinary function, so planes of point nuclei, which become delta functions after lateral averaging, have to be smeared first. A density with a step inside the layer is also excluded, because $F$ then has a kink where `gauss` asks for a derivative. No dielectric background is included, and nothing is said about how the charge rearranges when the gate voltage changes.

## From Gauss's law to the force

Integrating Gauss's law across the layer gives the jump of the field:

$$F(b)-F(a)=\int_a^b F'(x)\,dx=4\pi\int_a^b\rho(x)\,dx=4\pi s .$$

The force density is a total derivative. Substituting $\rho=F'/(4\pi)$,

$$\rho F=\frac{F'F}{4\pi}=\frac{d}{dx}\,\frac{F^2}{8\pi},$$

and therefore

$$P=\frac{F(b)^2-F(a)^2}{8\pi}.$$

This is the difference of the Maxwell stresses at the two faces. Factoring the difference of squares and inserting the jump yields the mean-field formula:

$$P=\frac{\bigl(F(b)-F(a)\bigr)\bigl(F(b)+F(a)\bigr)}{8\pi}
=\frac{4\pi s\,\bigl(F(a)+F(b)\bigr)}{8\pi}
=\frac{s\,\bigl(F(a)+F(b)\bigr)}{2}.$$

Eliminating one face field with the jump gives two equivalent forms:

$$P=sF(a)+2\pi s^2, \qquad P=sF(b)-2\pi s^2 .$$

The first contains only $s$ and $F(a)$, which proves profile independence. If $F(a)=0$, it gives $P=2\pi s^2$. If $F(b)=0$, the second gives $P=-2\pi s^2$. In both cases the layer is drawn towards the side where the field is, for either sign of its charge.

For the converse, let $|P|=2\pi s^2$ with $s\ne0$. If $P=2\pi s^2$, the first form leaves $sF(a)=0$, hence $F(a)=0$. If $P=-2\pi s^2$, the second leaves $sF(b)=0$, hence $F(b)=0$.

## Thin layers and a hidden surface charge

For $a=b$ both integrals vanish, and the formula reads $0=0$. A charged sheet of zero thickness is therefore not the case $a=b$, but a limit at fixed charge. Take $\rho=s/d$ on $[0,d]$ with $d>0$. Then $F(x)=F(0)+4\pi s x/d$, and

$$P=\frac{s}{d}\int_0^d\Bigl(F(0)+\frac{4\pi s x}{d}\Bigr)dx=sF(0)+2\pi s^2$$

for every $d$. The value survives as $d\to0$, which is the familiar rule that a surface charge feels the average of the fields on its two sides.

Continuity at the faces matters. On $[0,1]$ let $\rho=1$, let $F(x)=4\pi x$ for $x<1$, and set $F(1)=0$. Gauss's law holds at every interior point and $\rho$ is integrable, but $F$ jumps at the right face. Then $s=1$ and $P=\int_0^1 4\pi x\,dx=2\pi$, while $s(F(0)+F(1))/2=0$. The jump represents a surface charge $-1$ on the right face, which $\rho$ leaves out.

The condition $s\neq0$ in the converse is needed too. With $\rho=0$ and $F=1$ throughout, $|P|=0=2\pi s^2$, although neither face field vanishes.

## The Lean file

```lean
import Mathlib

open Real Set

namespace GatedLayerPressure

noncomputable section

/-- The field `F` along the layer normal and the charge density `ρ` obey Gauss's law
`F' = 4πρ` (Gaussian units) inside a layer `[a, b]`, with `F` continuous up to both faces
and `ρ` integrable. -/
structure IsLayerField (ρ F : ℝ → ℝ) (a b : ℝ) : Prop where
  le : a ≤ b
  cont : ContinuousOn F (Icc a b)
  integrable : IntervalIntegrable ρ MeasureTheory.volume a b
  gauss : ∀ x ∈ Ioo a b, HasDerivAt F (4 * π * ρ x) x

/-- The charge per unit area of the layer. -/
def sheetCharge (ρ : ℝ → ℝ) (a b : ℝ) : ℝ := ∫ x in a..b, ρ x

/-- The electrostatic force per unit area on the layer, counted positive towards `b`. -/
def pressure (ρ F : ℝ → ℝ) (a b : ℝ) : ℝ := ∫ x in a..b, ρ x * F x

/-- The field that a density `ρ` builds up from the value `F₀` at the face `a`. -/
def builtField (ρ : ℝ → ℝ) (a F₀ : ℝ) (x : ℝ) : ℝ := F₀ + 4 * π * ∫ t in a..x, ρ t

variable {ρ F : ℝ → ℝ} {a b : ℝ}

/-- Across a layer obeying Gauss's law the field jumps by `4π` times the sheet charge. -/
theorem field_jump (h : IsLayerField ρ F a b) :
    F b - F a = 4 * π * sheetCharge ρ a b := by
  have h1 := intervalIntegral.integral_eq_sub_of_hasDerivAt_of_le h.le h.cont h.gauss
    (h.integrable.const_mul (4 * π))
  rw [intervalIntegral.integral_const_mul] at h1
  exact h1.symm

/-- The force per area on a layer obeying Gauss's law is the difference of the Maxwell
stresses `F²/(8π)` at its two faces. -/
theorem pressure_eq_maxwell_stress (h : IsLayerField ρ F a b) :
    pressure ρ F a b = (F b ^ 2 - F a ^ 2) / (8 * π) := by
  have hc : ContinuousOn (fun y => F y * F y / (8 * π)) (Icc a b) :=
    (h.cont.mul h.cont).div_const _
  -- the force density is the derivative of the stress
  have hd : ∀ x ∈ Ioo a b,
      HasDerivAt (fun y => F y * F y / (8 * π)) (ρ x * F x) x := by
    intro x hx
    have hF := h.gauss x hx
    refine ((hF.fun_mul hF).div_const (8 * π)).congr_deriv ?_
    rw [div_eq_iff (by positivity)]
    ring
  have hi : IntervalIntegrable (fun x => ρ x * F x) MeasureTheory.volume a b := by
    apply h.integrable.mul_continuousOn
    rw [uIcc_of_le h.le]
    exact h.cont
  have h1 : ∫ x in a..b, ρ x * F x = F b * F b / (8 * π) - F a * F a / (8 * π) :=
    intervalIntegral.integral_eq_sub_of_hasDerivAt_of_le h.le hc hd hi
  unfold pressure
  rw [h1]
  ring

/-- The force per area on a layer obeying Gauss's law is its sheet charge times the mean of
the fields at its two faces. -/
theorem pressure_eq_mean_field (h : IsLayerField ρ F a b) :
    pressure ρ F a b = sheetCharge ρ a b * (F a + F b) / 2 := by
  rw [pressure_eq_maxwell_stress h, div_eq_iff (by positivity)]
  linear_combination (F b + F a) * field_jump h

/-- Two layers obeying Gauss's law, of any thickness and charge profile, feel the same force
per area if they have the same sheet charge and the same field at the left face. -/
theorem pressure_profile_independent {ρ' F' : ℝ → ℝ} {a' b' : ℝ}
    (h : IsLayerField ρ F a b) (h' : IsLayerField ρ' F' a' b')
    (hs : sheetCharge ρ a b = sheetCharge ρ' a' b') (hF : F a = F' a') :
    pressure ρ F a b = pressure ρ' F' a' b' := by
  have j := field_jump h
  have j' := field_jump h'
  rw [hs] at j
  -- equal charge and equal left field fix the right field
  have hb : F b = F' b' := by linarith
  rw [pressure_eq_mean_field h, pressure_eq_mean_field h', hs, hF, hb]

/-- If the field vanishes at one face of a layer obeying Gauss's law, the force per area has
magnitude `2πs²`, where `s` is the sheet charge. -/
theorem abs_pressure_of_field_zero (h : IsLayerField ρ F a b) (h0 : F a = 0 ∨ F b = 0) :
    |pressure ρ F a b| = 2 * π * sheetCharge ρ a b ^ 2 := by
  have j := field_jump h
  have hp := pressure_eq_mean_field h
  have hn : 0 ≤ 2 * π * sheetCharge ρ a b ^ 2 := by positivity
  rcases h0 with h0 | h0
  · have e : pressure ρ F a b = 2 * π * sheetCharge ρ a b ^ 2 := by
      linear_combination hp + sheetCharge ρ a b / 2 * j + sheetCharge ρ a b * h0
    rw [e, abs_of_nonneg hn]
  · have e : pressure ρ F a b = -(2 * π * sheetCharge ρ a b ^ 2) := by
      linear_combination hp - sheetCharge ρ a b / 2 * j + sheetCharge ρ a b * h0
    rw [e, abs_neg, abs_of_nonneg hn]

/-- For a layer obeying Gauss's law with nonzero sheet charge `s`, the force per area has
magnitude `2πs²` exactly when the field vanishes at one of the faces. -/
theorem abs_pressure_eq_iff (h : IsLayerField ρ F a b) (hs : sheetCharge ρ a b ≠ 0) :
    |pressure ρ F a b| = 2 * π * sheetCharge ρ a b ^ 2 ↔ F a = 0 ∨ F b = 0 := by
  refine ⟨fun hP => ?_, abs_pressure_of_field_zero h⟩
  have j := field_jump h
  have hn : 0 ≤ 2 * π * sheetCharge ρ a b ^ 2 := by positivity
  rw [pressure_eq_mean_field h] at hP
  -- the sign of the force tells which face is free of field
  rcases (abs_eq hn).1 hP with h1 | h1
  · left
    have e : sheetCharge ρ a b * F a = 0 := by
      linear_combination h1 - sheetCharge ρ a b / 2 * j
    exact (mul_eq_zero.1 e).resolve_left hs
  · right
    have e : sheetCharge ρ a b * F b = 0 := by
      linear_combination h1 + sheetCharge ρ a b / 2 * j
    exact (mul_eq_zero.1 e).resolve_left hs

/-- For every charge density `ρ` continuous on the whole real line, all faces `a ≤ b` and every
value `F₀`, the built-up field obeys Gauss's law in the layer and equals `F₀` at the left face. -/
theorem builtField_witness (hρ : Continuous ρ) (hab : a ≤ b) (F₀ : ℝ) :
    IsLayerField ρ (builtField ρ a F₀) a b ∧ builtField ρ a F₀ a = F₀ := by
  have hd : ∀ x, HasDerivAt (builtField ρ a F₀) (4 * π * ρ x) x := fun x =>
    ((hρ.integral_hasStrictDerivAt a x).hasDerivAt.const_mul (4 * π)).const_add F₀
  refine ⟨⟨hab, fun x _ => (hd x).continuousAt.continuousWithinAt,
    hρ.intervalIntegrable a b, fun x _ => hd x⟩, ?_⟩
  simp [builtField]

end

end GatedLayerPressure
```

```lean
#print axioms GatedLayerPressure.pressure_eq_mean_field
#print axioms GatedLayerPressure.pressure_profile_independent
#print axioms GatedLayerPressure.abs_pressure_eq_iff
```

```
'GatedLayerPressure.pressure_eq_mean_field' depends on axioms: [propext, Classical.choice, Quot.sound]
'GatedLayerPressure.pressure_profile_independent' depends on axioms: [propext, Classical.choice, Quot.sound]
'GatedLayerPressure.abs_pressure_eq_iff' depends on axioms: [propext, Classical.choice, Quot.sound]
```

## How the Lean proof runs

**The jump.** `field_jump` applies the fundamental theorem of calculus in the version `integral_eq_sub_of_hasDerivAt_of_le`. This version asks for continuity on the closed interval, a derivative in the open interval and an integrable derivative, and the fields of `IsLayerField` supply these. The constant $4\pi$ is then taken out of the integral.

**The stress difference.** `pressure_eq_maxwell_stress` uses the same theorem for $F^2/(8\pi)$, written as `F y * F y / (8 * π)`. Its three inputs are prepared separately. `hc` is continuity of the stress. `hd` is the product rule, which turns the derivative into $(4\pi\rho F+F\,4\pi\rho)/(8\pi)=\rho F$. `hi` is integrability of the force density, which holds because an integrable function is multiplied by one that is continuous on the closed interval.

**The mean field.** `pressure_eq_mean_field` starts from the stress difference and clears the denominator $8\pi$. The remaining identity is the jump relation multiplied by $F(b)+F(a)$, and this is the instruction given to `linear_combination`. It is the factoring step of the derivation, read from right to left.

**Two layers.** `pressure_profile_independent` writes down the jump for each layer. Equal sheet charges and equal left fields force equal right fields, recorded as `hb`. The mean-field formula then gives the same value for both. The layers have separate endpoints `a b` and `a' b'`, so their thicknesses may differ.

**One field-free face.** `abs_pressure_of_field_zero` treats the two faces in turn. In each case `linear_combination` adds suitable multiples of the mean-field formula, the jump and the vanishing face field to obtain $P=2\pi s^2$ or $P=-2\pi s^2$. Since $2\pi s^2$ is nonnegative, the absolute value follows.

**The converse.** `abs_pressure_eq_iff` takes one direction from the preceding theorem. For the other, `abs_eq` splits the magnitude into its two signs. Each sign leads to a vanishing product, $sF(a)=0$ or $sF(b)=0$, and the hypothesis `hs` removes the factor $s$.

**Fields that satisfy the assumptions.** `builtField` constructs

$$F(x)=F_0+4\pi\int_a^x\rho(t)\,dt ,$$

where $F_0$ is a prescribed field at the left face. `builtField_witness` shows that this $F$ satisfies `IsLayerField` and takes the value $F_0$ at $a$, for every $\rho$ continuous on the whole real line and every $a\le b$. Gauss's law comes from differentiating the integral with respect to its upper limit, and continuity follows from differentiability. The assumptions therefore admit any continuous profile combined with any left field. Choosing $F_0=0$ gives a layer that is field-free on the left, and choosing $F_0=-4\pi s$ gives one that is field-free on the right.
